# Genealogical coupling of a highest-weight spin state with one more spin one half

Take a spin function $v$ of several electrons with total spin $S>0$ and $M=S$, and add an electron with spin $\beta$. The product $v\beta$ has a definite $z$ component but no definite total spin. For two electrons, $\alpha\beta$ is an equal mixture of singlet and triplet. A wave function built on such products can therefore mix spin multiplicities that a spin-free Hamiltonian keeps apart.

Genealogical coupling removes the mixing by combining $v\beta$ with a second product. The problems below treat one coupling step, for the $M=S$ member of each multiplet. Such steps can build spin-adapted functions for open-shell electronic structure; only the spin part is treated here, without orbitals or antisymmetry.

## Spin operators and the added spin

```lean
import Mathlib

open WithLp

namespace GenealogicalCoupling

noncomputable section
```

Let $V$ be a complex inner product space and set $\hbar=1$. A Hermitian representation of su(2) consists of linear operators $S_z,S_+,S_-$ on $V$ with

$$[S_z,S_\pm]=\pm S_\pm,\qquad [S_+,S_-]=2S_z,\qquad \langle S_+x,y\rangle=\langle x,S_-y\rangle .$$

In `SpinRep` these are the operators `Sz`, `Sp`, `Sm` and four conditions on them. The conditions are the defining properties of angular momentum and are assumed. The dimension of $V$ is not restricted.

```lean
/-- A Hermitian representation of su(2): operators `Sz`, `Sp` (raising) and `Sm` (lowering)
with the angular momentum commutation relations, `Sm` being adjoint to `Sp`. -/
structure SpinRep (V : Type*) [NormedAddCommGroup V] [InnerProductSpace ℂ V] where
  Sz : V →ₗ[ℂ] V
  Sp : V →ₗ[ℂ] V
  Sm : V →ₗ[ℂ] V
  comm_zp : ∀ x, Sz (Sp x) - Sp (Sz x) = Sp x
  comm_zm : ∀ x, Sz (Sm x) - Sm (Sz x) = -Sm x
  comm_pm : ∀ x, Sp (Sm x) - Sm (Sp x) = (2 : ℂ) • Sz x
  adj : ∀ x y, inner ℂ (Sp x) y = inner ℂ x (Sm y)
```

With one more spin, a state is $a\alpha+b\beta$ with $a,b\in V$, stored as the pair `withSpin a b`. The new spin is written last. The type `WithLp 2 (V × V)` carries the norm $\|a\alpha+b\beta\|^2=\|a\|^2+\|b\|^2$, which makes $\alpha$ and $\beta$ orthonormal.

```lean
variable {V : Type*} [NormedAddCommGroup V] [InnerProductSpace ℂ V]

/-- The state `a α + b β` of a system with one additional spin one half. -/
def withSpin (a b : V) : WithLp 2 (V × V) := toLp 2 (a, b)
```

A vector $v$ is of highest weight $S$ if $S_+v=0$ and $S_zv=Sv$. Here $S$ is any real number, not assumed to be a half-integer, and $v=0$ is allowed.

```lean
/-- The vector `v` is annihilated by the raising operator and has `Sz` eigenvalue `S`
(the zero vector is allowed). -/
def SpinRep.IsHighestWeight (R : SpinRep V) (S : ℝ) (v : V) : Prop :=
  R.Sp v = 0 ∧ R.Sz v = (S : ℂ) • v
```

The total spin squared is $\mathbf S^2=\tfrac12(S_+S_-+S_-S_+)+S_z^2$.

```lean
/-- The total spin squared, `(S₊S₋ + S₋S₊)/2 + Sz²`, applied to a vector. -/
def SpinRep.spinSq (R : SpinRep V) (x : V) : V :=
  (1 / 2 : ℂ) • (R.Sp (R.Sm x) + R.Sm (R.Sp x)) + R.Sz (R.Sz x)
```

Write $T_z,T_\pm$ for the operators of the enlarged system, each the sum of the old operator and that of the new spin:

$$\begin{aligned}
T_z(a\alpha+b\beta)&=(S_za+\tfrac12a)\alpha+(S_zb-\tfrac12b)\beta,\\
T_+(a\alpha+b\beta)&=(S_+a+b)\alpha+(S_+b)\beta,\\
T_-(a\alpha+b\beta)&=(S_-a)\alpha+(S_-b+a)\beta .
\end{aligned}$$

The definition `addSpinHalf` also proves that they satisfy the same four conditions: the three commutators component by component, and the adjoint relation by expanding the inner product. The result is again a `SpinRep`, to which a further spin can be added.

```lean
/-- The total spin operators after a spin one half has been added. -/
def SpinRep.addSpinHalf (R : SpinRep V) : SpinRep (WithLp 2 (V × V)) where
  Sz :=
    { toFun := fun x => toLp 2 (R.Sz x.ofLp.1 + (1 / 2 : ℂ) • x.ofLp.1,
        R.Sz x.ofLp.2 - (1 / 2 : ℂ) • x.ofLp.2)
      map_add' := fun x y => by
        refine ofLp_injective 2 (Prod.ext ?_ ?_) <;>
          simp only [ofLp_add, Prod.fst_add, Prod.snd_add, map_add] <;> module
      map_smul' := fun c x => by
        refine ofLp_injective 2 (Prod.ext ?_ ?_) <;>
          simp only [ofLp_smul, Prod.smul_fst, Prod.smul_snd, map_smul, RingHom.id_apply] <;>
          module }
  Sp :=
    { toFun := fun x => toLp 2 (R.Sp x.ofLp.1 + x.ofLp.2, R.Sp x.ofLp.2)
      map_add' := fun x y => by
        refine ofLp_injective 2 (Prod.ext ?_ ?_) <;>
          simp only [ofLp_add, Prod.fst_add, Prod.snd_add, map_add]
        module
      map_smul' := fun c x => by
        refine ofLp_injective 2 (Prod.ext ?_ ?_) <;>
          simp only [ofLp_smul, Prod.smul_fst, Prod.smul_snd, map_smul, RingHom.id_apply]
        module }
  Sm :=
    { toFun := fun x => toLp 2 (R.Sm x.ofLp.1, R.Sm x.ofLp.2 + x.ofLp.1)
      map_add' := fun x y => by
        refine ofLp_injective 2 (Prod.ext ?_ ?_) <;>
          simp only [ofLp_add, Prod.fst_add, Prod.snd_add, map_add]
        module
      map_smul' := fun c x => by
        refine ofLp_injective 2 (Prod.ext ?_ ?_) <;>
          simp only [ofLp_smul, Prod.smul_fst, Prod.smul_snd, map_smul, RingHom.id_apply]
        module }
  comm_zp := fun x => by
    refine ofLp_injective 2 (Prod.ext ?_ ?_) <;>
      simp only [LinearMap.coe_mk, AddHom.coe_mk, ofLp_sub, Prod.fst_sub, Prod.snd_sub,
        map_add, map_sub, map_smul]
    · linear_combination (norm := module) R.comm_zp x.ofLp.1
    · linear_combination (norm := module) R.comm_zp x.ofLp.2
  comm_zm := fun x => by
    refine ofLp_injective 2 (Prod.ext ?_ ?_) <;>
      simp only [LinearMap.coe_mk, AddHom.coe_mk, ofLp_sub, ofLp_neg, Prod.fst_sub,
        Prod.snd_sub, Prod.fst_neg, Prod.snd_neg, map_add, map_sub, map_smul]
    · linear_combination (norm := module) R.comm_zm x.ofLp.1
    · linear_combination (norm := module) R.comm_zm x.ofLp.2
  comm_pm := fun x => by
    refine ofLp_injective 2 (Prod.ext ?_ ?_) <;>
      simp only [LinearMap.coe_mk, AddHom.coe_mk, ofLp_sub, ofLp_smul, Prod.fst_sub,
        Prod.snd_sub, Prod.smul_fst, Prod.smul_snd, map_add]
    · linear_combination (norm := module) R.comm_pm x.ofLp.1
    · linear_combination (norm := module) R.comm_pm x.ofLp.2
  adj := fun x y => by
    simp only [LinearMap.coe_mk, AddHom.coe_mk, prod_inner_apply, inner_add_left,
      inner_add_right, R.adj]
    ring
```

The candidate for the lower spin is $w=2S\,v\beta-(S_-v)\alpha$, called `coupleDown`.

```lean
/-- The downward coupled vector `2S v β - (S₋ v) α`. -/
def SpinRep.coupleDown (R : SpinRep V) (S : ℝ) (v : V) : WithLp 2 (V × V) :=
  withSpin (-(R.Sm v)) ((2 * S : ℂ) • v)
```

From (b) to (h), $v$ is of highest weight $S$; in Lean this is the hypothesis `h : R.IsHighestWeight S v`.

## (a) Hermiticity of $S_z$

Show from the conditions above that, for all $x,y\in V$,
$$\langle S_zx,y\rangle=\langle x,S_zy\rangle .$$

Conjugating the adjoint relation gives $\langle S_-x,y\rangle=\langle x,S_+y\rangle$. Moving both operators to the right,
$$2\langle S_zx,y\rangle=\langle (S_+S_--S_-S_+)x,y\rangle=\langle x,(S_+S_--S_-S_+)y\rangle=2\langle x,S_zy\rangle .$$

In the proof, `adj'` is the conjugated relation, and `h1` and `h2` are the commutator paired with $y$ and with $x$.

```lean
variable {R : SpinRep V} {S : ℝ} {v : V}

/-- The operator `Sz` is Hermitian. -/
theorem sz_symmetric (R : SpinRep V) (x y : V) :
    inner ℂ (R.Sz x) y = inner ℂ x (R.Sz y) := by
  have adj' : ∀ x y, inner ℂ (R.Sm x) y = inner ℂ x (R.Sp y) := fun x y => by
    rw [← inner_conj_symm (R.Sm x) y, ← R.adj, inner_conj_symm]
  -- `2 Sz` is the commutator of two mutually adjoint operators
  have h1 := congrArg (fun z => inner ℂ z y) (R.comm_pm x)
  have h2 := congrArg (fun z => inner ℂ x z) (R.comm_pm y)
  simp only [inner_sub_left, inner_sub_right, inner_smul_left, inner_smul_right,
    R.adj, adj', map_ofNat] at h1 h2
  linear_combination (h2 - h1) / 2
```

## (b) Lowering, then raising

Show that
$$S_+S_-v=2S\,v .$$

The commutator gives $S_+S_-v=S_-S_+v+2S_zv$. The first term vanishes because $S_+v=0$, and the second is $2Sv$. The rewriting of `hc` makes these same substitutions.

```lean
/-- Lowering and then raising a highest-weight vector multiplies it by `2S`. -/
theorem raise_lower (h : R.IsHighestWeight S v) : R.Sp (R.Sm v) = (2 * S : ℂ) • v := by
  have hc := R.comm_pm v
  rw [h.1, h.2, map_zero, sub_zero, smul_smul] at hc
  exact hc
```

## (c) Norm of the lowered state

Show that
$$\|S_-v\|^2=2S\|v\|^2 .$$

By the adjoint relation and (b),
$$\|S_-v\|^2=\langle S_-v,S_-v\rangle=\langle S_+S_-v,v\rangle=2S\|v\|^2,$$
since $S$ is real. For $\|v\|=1$ and $S>0$ the normalised lowered state is $S_-v/\sqrt{2S}$. Lean writes each squared norm as the real part of an inner product and follows the same chain.

```lean
/-- The lowered highest-weight vector has squared norm `2S ‖v‖²`. -/
theorem norm_lower (h : R.IsHighestWeight S v) : ‖R.Sm v‖ ^ 2 = 2 * S * ‖v‖ ^ 2 := by
  rw [← inner_self_eq_norm_sq (𝕜 := ℂ) (R.Sm v), ← inner_self_eq_norm_sq (𝕜 := ℂ) v,
    ← R.adj, raise_lower h, show (2 * S : ℂ) = ((2 * S : ℝ) : ℂ) by simp,
    inner_smul_left, Complex.conj_ofReal]
  exact Complex.re_ofReal_mul _ _
```

## (d) Total spin of a highest-weight vector

Show that
$$\mathbf S^2v=S(S+1)\,v .$$

Insert (b) and $S_+v=0$ into the definition:
$$\mathbf S^2v=\tfrac12(2Sv+0)+S^2v=S(S+1)v .$$

This justifies calling $S$ the spin of a non-zero $v$. The theorem holds for every `SpinRep`, so it also applies to the enlarged system.

```lean
/-- On a highest-weight vector the total spin squared acts as `S(S+1)`. -/
theorem spinSq_highestWeight (h : R.IsHighestWeight S v) :
    R.spinSq v = (S * (S + 1) : ℂ) • v := by
  rw [SpinRep.spinSq, raise_lower h, h.1, h.2, map_zero, map_smul, h.2]
  module
```

## (e) The two coupled states

Show that $v\alpha$ is of highest weight $S+\tfrac12$, that $w$ is of highest weight $S-\tfrac12$, and that
$$\|w\|^2=2S(2S+1)\|v\|^2 .$$

For $v\alpha$, directly $T_+(v\alpha)=(S_+v)\alpha=0$ and $T_z(v\alpha)=(S+\tfrac12)v\alpha$.

For $w$, use (b):
$$T_+w=(-S_+S_-v+2Sv)\alpha+2S(S_+v)\beta=0 .$$
The commutator $[S_z,S_-]=-S_-$ gives $S_zS_-v=(S-1)S_-v$. Hence
$$T_zw=-(S-1+\tfrac12)(S_-v)\alpha+2S(S-\tfrac12)v\beta=(S-\tfrac12)w .$$
Finally, (c) gives
$$\|w\|^2=\|S_-v\|^2+4S^2\|v\|^2=(2S+4S^2)\|v\|^2 .$$

For $\|v\|=1$ and $S>0$, with $v'=S_-v/\sqrt{2S}$, the normalised state is
$$\sqrt{\tfrac{2S}{2S+1}}\;v\beta-\sqrt{\tfrac{1}{2S+1}}\;v'\alpha .$$

The Lean proof first derives `hz`, the eigenvalue $S-1$, and then splits the theorem into five claims. `Prod.ext` separates the $\alpha$ and $\beta$ components of each vector equation, `change` displays a component, and `module` collects the scalars.

```lean
/-- One genealogical coupling step: if `v` is of highest weight `S`, then `v α` is of highest weight
`S + 1/2`, and `2S v β - (S₋ v) α` is of highest weight `S - 1/2` (possibly zero) with squared norm
`2S(2S+1) ‖v‖²`. -/
theorem genealogical_coupling (h : R.IsHighestWeight S v) :
    R.addSpinHalf.IsHighestWeight (S + 1 / 2) (withSpin v 0) ∧
    R.addSpinHalf.IsHighestWeight (S - 1 / 2) (R.coupleDown S v) ∧
    ‖R.coupleDown S v‖ ^ 2 = 2 * S * (2 * S + 1) * ‖v‖ ^ 2 := by
  -- lowering reduces the `Sz` eigenvalue by one
  have hz : R.Sz (R.Sm v) = ((S : ℂ) - 1) • R.Sm v := by
    have hc := R.comm_zm v
    rw [h.2, map_smul] at hc
    linear_combination (norm := module) hc
  refine ⟨⟨?_, ?_⟩, ⟨?_, ?_⟩, ?_⟩
  · refine ofLp_injective 2 (Prod.ext ?_ ?_)
    · change R.Sp v + 0 = 0
      rw [h.1, add_zero]
    · exact map_zero R.Sp
  · refine ofLp_injective 2 (Prod.ext ?_ ?_)
    · change R.Sz v + (1 / 2 : ℂ) • v = ((S + 1 / 2 : ℝ) : ℂ) • v
      rw [h.2]
      push_cast
      module
    · change R.Sz 0 - (1 / 2 : ℂ) • (0 : V) = ((S + 1 / 2 : ℝ) : ℂ) • (0 : V)
      simp only [map_zero, smul_zero, sub_zero]
  · refine ofLp_injective 2 (Prod.ext ?_ ?_)
    · change R.Sp (-(R.Sm v)) + (2 * S : ℂ) • v = 0
      rw [map_neg, raise_lower h, neg_add_cancel]
    · change R.Sp ((2 * S : ℂ) • v) = 0
      rw [map_smul, h.1, smul_zero]
  · refine ofLp_injective 2 (Prod.ext ?_ ?_)
    · change R.Sz (-(R.Sm v)) + (1 / 2 : ℂ) • (-(R.Sm v)) =
        ((S - 1 / 2 : ℝ) : ℂ) • (-(R.Sm v))
      rw [map_neg, hz]
      push_cast
      module
    · change R.Sz ((2 * S : ℂ) • v) - (1 / 2 : ℂ) • ((2 * S : ℂ) • v) =
        ((S - 1 / 2 : ℝ) : ℂ) • ((2 * S : ℂ) • v)
      rw [map_smul, h.2]
      push_cast
      module
  · have hn : ‖R.coupleDown S v‖ ^ 2 = ‖-(R.Sm v)‖ ^ 2 + ‖(2 * S : ℂ) • v‖ ^ 2 :=
      prod_norm_sq_eq_of_L2 _
    have h2 : ‖(2 * S : ℂ)‖ ^ 2 = 4 * S ^ 2 := by
      rw [norm_mul, mul_pow, Complex.norm_real, Real.norm_eq_abs, sq_abs]
      norm_num
    rw [hn, norm_neg, norm_smul, mul_pow, norm_lower h, h2]
    ring
```

## (f) Orthogonality to the upper multiplet

The state $T_-(v\alpha)=(S_-v)\alpha+v\beta$ has the same $z$ component as $w$, but belongs to spin $S+\tfrac12$. Show that
$$\langle w,T_-(v\alpha)\rangle=0 .$$

Move the lowering operator to the left: $\langle w,T_-(v\alpha)\rangle=\langle T_+w,v\alpha\rangle=0$ by (e). The Lean proof is this one line.

The sum of the two vectors is $(2S+1)v\beta$, which exhibits the mixture in $v\beta$ described at the start.

```lean
/-- For `v` of highest weight `S`, the downward coupled vector is orthogonal to the vector obtained
from `v α` by the total lowering operator. -/
theorem coupleDown_orthogonal (h : R.IsHighestWeight S v) :
    inner ℂ (R.coupleDown S v) (R.addSpinHalf.Sm (withSpin v 0)) = 0 := by
  rw [← R.addSpinHalf.adj, (genealogical_coupling h).2.1.1, inner_zero_left]
```

## (g) Uniqueness of the combination

Let $a,b\in\mathbb C$. Show that
$$T_+\bigl(a(S_-v)\alpha+b\,v\beta\bigr)=0\iff a(S_-v)\alpha+b\,v\beta=-a\,w .$$

If the left side holds, its $\alpha$ component and (b) give $2Sa\,v+b\,v=0$, so $b\,v=-2Sa\,v$. Substitution yields
$$a(S_-v)\alpha-2Sa\,v\beta=-a\,w .$$
Conversely, $T_+(-a\,w)=-a\,T_+w=0$. In Lean, `h1` is the $\alpha$ component. Since the argument never divides by $v$ or $S$, it also covers zero values.

```lean
/-- For `v` of highest weight `S`, a combination `a (S₋ v) α + b v β` is annihilated by the total
raising operator exactly when it is `-a` times the downward coupled vector. -/
theorem coupleDown_unique (h : R.IsHighestWeight S v) (a b : ℂ) :
    R.addSpinHalf.Sp (withSpin (a • R.Sm v) (b • v)) = 0 ↔
      withSpin (a • R.Sm v) (b • v) = (-a) • R.coupleDown S v := by
  constructor
  · intro hx
    -- the `α` component gives `b v = -2S a v`
    have h1 := congrArg (fun x => x.ofLp.1) hx
    change R.Sp (a • R.Sm v) + b • v = 0 at h1
    rw [map_smul, raise_lower h] at h1
    refine ofLp_injective 2 (Prod.ext ?_ ?_)
    · change a • R.Sm v = (-a) • (-(R.Sm v))
      module
    · change b • v = (-a) • ((2 * S : ℂ) • v)
      linear_combination (norm := module) h1
  · intro hx
    rw [hx, map_smul, (genealogical_coupling h).2.1.1, smul_zero]
```

## (h) When the lower spin exists

Let $v\neq0$. Show that
$$w\neq0\iff S>0 .$$

If $S>0$, the norm in (e) is positive. If $S=0$, it is zero, so $w=0$: a singlet cannot be coupled downward. If $S<0$, (c) would make $\|S_-v\|^2$ negative, which is impossible. The Lean proof distinguishes the same cases.

```lean
/-- For a non-zero highest-weight vector, the downward coupled vector is non-zero exactly
when `S` is positive. -/
theorem coupleDown_ne_zero_iff (h : R.IsHighestWeight S v) (hv : v ≠ 0) :
    R.coupleDown S v ≠ 0 ↔ 0 < S := by
  have hp : 0 < ‖v‖ := norm_pos_iff.mpr hv
  have hn := (genealogical_coupling h).2.2
  constructor
  · intro hne
    have hc : 0 < ‖R.coupleDown S v‖ := norm_pos_iff.mpr hne
    by_contra hS
    rcases (not_lt.mp hS).eq_or_lt with h0 | h0
    · rw [h0] at hn
      have : 0 < ‖R.coupleDown 0 v‖ ^ 2 := by
        rw [h0] at hc
        positivity
      linarith
    · -- a negative `S` would give `S₋ v` a negative squared norm
      have h1 := norm_lower h
      have h2 := mul_neg_of_neg_of_pos h0 (pow_pos hp 2)
      linarith [sq_nonneg ‖R.Sm v‖]
  · intro hS h0
    rw [h0, norm_zero] at hn
    have : 0 < 2 * S * (2 * S + 1) * ‖v‖ ^ 2 := by positivity
    linarith
```

## (i) Two spins one half

Start from no spin at all: $V=\mathbb C$ with all spin operators zero.

```lean
/-- The spinless representation on `ℂ`, with all spin operators zero. -/
def spinZero : SpinRep ℂ where
  Sz := 0
  Sp := 0
  Sm := 0
  comm_zp := by simp
  comm_zm := by simp
  comm_pm := by simp
  adj := by simp
```

Add one spin. Show that $\alpha$ is a non-zero vector of highest weight $\tfrac12$, and that coupling it downward with a second spin gives
$$w=\alpha\beta-\beta\alpha .$$

The number $1\in\mathbb C$ is of highest weight $0$, so by (e) $\alpha$ is of highest weight $\tfrac12$. It is non-zero because its $\alpha$ component is $1$. With $S_-\alpha=\beta$ and $2S=1$, the definition of $w$ gives the stated result. Normalised, it is the two-electron singlet $(\alpha\beta-\beta\alpha)/\sqrt2$.

In the theorem, the inner `withSpin` describes the first spin and the outer one the second. The steps `hm` and `hc` supply $S_-\alpha=\beta$ and $2S=1$.

```lean
/-- For one spin one half, `α` is a non-zero highest-weight vector with `S = 1/2`, and its
downward coupling with a second spin is `α β - β α`. -/
theorem spinHalf_witness :
    spinZero.addSpinHalf.IsHighestWeight (1 / 2) (withSpin 1 0) ∧
    withSpin (1 : ℂ) 0 ≠ 0 ∧
    spinZero.addSpinHalf.coupleDown (1 / 2) (withSpin 1 0) =
      withSpin (-(withSpin 0 1)) (withSpin 1 0) := by
  have h0 : spinZero.IsHighestWeight 0 1 := by
    constructor <;> simp [spinZero]
  have h1 := (genealogical_coupling h0).1
  rw [zero_add] at h1
  refine ⟨h1, ?_, ?_⟩
  · intro hz
    have h2 : (1 : ℂ) = 0 := congrArg (fun x => x.ofLp.1) hz
    exact one_ne_zero h2
  · have hm : spinZero.addSpinHalf.Sm (withSpin 1 0) = withSpin 0 1 := by
      refine ofLp_injective 2 (Prod.ext ?_ ?_)
      · rfl
      · change (0 : ℂ) + 1 = 1
        exact zero_add 1
    have hc : (2 * ((1 / 2 : ℝ) : ℂ)) = 1 := by
      push_cast
      norm_num
    rw [SpinRep.coupleDown, hm, hc, one_smul]

end

end GenealogicalCoupling
```

```lean
#print axioms GenealogicalCoupling.genealogical_coupling
#print axioms GenealogicalCoupling.coupleDown_orthogonal
#print axioms GenealogicalCoupling.coupleDown_unique
#print axioms GenealogicalCoupling.coupleDown_ne_zero_iff
```

```
'GenealogicalCoupling.genealogical_coupling' depends on axioms: [propext, Classical.choice, Quot.sound]
'GenealogicalCoupling.coupleDown_orthogonal' depends on axioms: [propext, Classical.choice, Quot.sound]
'GenealogicalCoupling.coupleDown_unique' depends on axioms: [propext, Classical.choice, Quot.sound]
'GenealogicalCoupling.coupleDown_ne_zero_iff' depends on axioms: [propext, Classical.choice, Quot.sound]
```
